# Non-interacting density response: negative definite below the first transition when the transition vectors span, one node between the poles of a scalar two-transition model

My exact-exchange response code has a step where it inverts the non-interacting Kohn–Sham response matrix χ(w), built in a finite auxiliary basis at a real frequency w. With transitions labelled k, excitation energies D_k > 0 and real transition-density vectors g_k, the matrix is

χ(w) = Σ_k 2D_k/(w² − D_k²) · g_k g_kᵀ

I have always taken it that the inversion is safe for 0 ≤ w < min D_k, because χ is negative definite there as long as the g_k span the basis. Above the first transition I expect trouble. Already with one basis function and two transitions D₁ < D₂ of nonzero amplitude, χ should cross zero exactly once between the poles, so that 1/χ is unbounded, and the kernel built by dividing by χ as well unless its numerator happens to vanish there. Can this be derived carefully and machine-checked, and what exactly has to be assumed?

## Sign of the quadratic form below the first pole

Both claims hold in the finite model, and the condition on the numerator is part of the kernel statement. Take ħ = 1 and real orbitals. Let f_μ be the auxiliary functions and write a perturbing potential as δv = Σ_μ x_μ f_μ, with a real coefficient vector x. For a transition k from an occupied orbital φ_i to an empty orbital φ_a, the component (g_k)_μ is the integral of φ_i φ_a f_μ, so g_k·x is the matrix element of δv between the two orbitals. Any spin factor is absorbed into g_k. The weight is the sum of the resonant and antiresonant terms,

c_k(w) = 1/(w − D_k) − 1/(w + D_k) = 2D_k/(w² − D_k²)

Since (g_k g_kᵀ)x = (g_k·x) g_k, the quadratic form is

xᵀχ(w)x = Σ_k c_k(w) (g_k·x)²

Suppose |w| < D_k for every k. Then D_k > 0 and w² − D_k² < 0, so every c_k(w) is negative and every term is at most zero. For a strict inequality one term must be nonzero. Suppose g_k·x = 0 for all k. Then y·x = 0 for every linear combination y of the g_k. If the g_k span the space, x itself is such a combination, so x·x = 0 and x = 0. Hence a nonzero x has some g_k·x ≠ 0, and

xᵀχ(w)x < 0 for all x ≠ 0

Each g_k g_kᵀ is symmetric, so χ(w) is symmetric, −χ(w) is positive definite and χ(w) is invertible.

## The node between two poles

Now take one basis function and two transitions with 0 < D₁ < D₂ and nonzero amplitudes g₁, g₂:

χ(w) = 2D₁g₁²/(w² − D₁²) + 2D₂g₂²/(w² − D₂²)

Put A = D₁g₁² and B = D₂g₂², both positive, and set S = A + B and P = A D₂² + B D₁². Away from the poles the common denominator gives

χ(w) = 2[A(w² − D₂²) + B(w² − D₁²)] / [(w² − D₁²)(w² − D₂²)]

χ(w) = 2(w² S − P) / [(w² − D₁²)(w² − D₂²)]

The numerator is linear in w². Define the node frequency z = √(P/S), so that z² is the mean of D₂² and D₁² with weights A and B. Subtracting the squared poles,

z² − D₁² = (P − S D₁²)/S = A(D₂² − D₁²)/S > 0

D₂² − z² = (S D₂² − P)/S = B(D₂² − D₁²)/S > 0

so D₁ < z < D₂. For w in (D₁, D₂) the denominator is nonzero, so χ(w) = 0 exactly when w² = P/S, and since w > 0 this means w = z. As an example, D₁ = 1, D₂ = 2 and g₁ = g₂ = 1 give S = 3, P = 6 and z = √2, where the two terms are 2/1 and 4/(−2).

The function χ is continuous at z because z is not a pole, it vanishes at z, and it is nonzero elsewhere in (D₁, D₂). So |χ(w)| tends to zero through positive values as w → z with w ≠ z, and |1/χ(w)| → ∞. For a numerator h(w) that is continuous at z with h(z) ≠ 0,

|h(w)/χ(w)| = |1/χ(w)| · |h(w)| → ∞

because the second factor tends to the positive number |h(z)|. A numerator that vanishes at z can cancel the zero: h = χ gives the quotient 1 at every w ≠ z near z.

This bears on time-dependent exact exchange, where the kernel is obtained by inverting the Kohn–Sham response: in a finite, non-interacting, real-frequency model the inverse exists below the first transition when the g_k span the auxiliary space, and in the one-function, two-transition case with nonzero amplitudes it diverges at one frequency between the poles.

## The Lean file

```lean
import Mathlib

open Matrix Filter Topology

namespace ExactExchangeResponse

noncomputable section

variable {ι n : Type*} [Fintype ι] [Fintype n]

/-- Noninteracting density response at frequency `w`, a sum over transitions with
energies `D k` and transition-density vectors `g k`. -/
def chi (D : ι → ℝ) (g : ι → n → ℝ) (w : ℝ) : Matrix n n ℝ :=
  ∑ k, (2 * D k / (w ^ 2 - D k ^ 2)) • vecMulVec (g k) (g k)

/-- Scalar response of two transitions with energies `D₁, D₂` and amplitudes `g₁, g₂`. -/
def chiTwo (D₁ D₂ g₁ g₂ w : ℝ) : ℝ :=
  2 * D₁ / (w ^ 2 - D₁ ^ 2) * g₁ ^ 2 + 2 * D₂ / (w ^ 2 - D₂ ^ 2) * g₂ ^ 2

/-- Square root of the mean of `D₂²` and `D₁²` with weights `D₁ g₁²` and `D₂ g₂²`. -/
def nodeFreq (D₁ D₂ g₁ g₂ : ℝ) : ℝ :=
  √((D₁ * g₁ ^ 2 * D₂ ^ 2 + D₂ * g₂ ^ 2 * D₁ ^ 2) / (D₁ * g₁ ^ 2 + D₂ * g₂ ^ 2))

/-- The quadratic form of the response is the sum over transitions of the weight
`2 D / (w² - D²)` times the squared overlap of the perturbation with the transition density. -/
theorem chi_quadratic_form (D : ι → ℝ) (g : ι → n → ℝ) (w : ℝ) (x : n → ℝ) :
    x ⬝ᵥ chi D g w *ᵥ x = ∑ k, 2 * D k / (w ^ 2 - D k ^ 2) * (g k ⬝ᵥ x) ^ 2 := by
  have h1 : ∀ (c : ℝ) (v : n → ℝ), x ⬝ᵥ (c • vecMulVec v v) *ᵥ x = c * (v ⬝ᵥ x) ^ 2 := by
    intro c v
    have h2 : vecMulVec v v *ᵥ x = (v ⬝ᵥ x) • v := by
      ext i
      simp only [Matrix.mulVec, dotProduct, vecMulVec_apply, Pi.smul_apply, smul_eq_mul,
        Finset.sum_mul]
      exact Finset.sum_congr rfl fun j _ => by ring
    rw [Matrix.smul_mulVec, h2, dotProduct_smul, dotProduct_smul, dotProduct_comm x v,
      smul_eq_mul, smul_eq_mul]
    ring
  unfold chi
  rw [Matrix.sum_mulVec, dotProduct_sum]
  exact Finset.sum_congr rfl fun k _ => h1 _ _

/-- If the transition densities span the space and `|w|` lies below every transition energy,
the response is negative definite: `-χ(w)` is positive definite. -/
theorem chi_negDef (D : ι → ℝ) (g : ι → n → ℝ) (w : ℝ) (hw : ∀ k, |w| < D k)
    (hspan : Submodule.span ℝ (Set.range g) = ⊤) : (-chi D g w).PosDef := by
  -- every weight is negative below the first pole
  have hc : ∀ k, 2 * D k / (w ^ 2 - D k ^ 2) < 0 := by
    intro k
    have h0 := abs_nonneg w
    have h1 := hw k
    have h2 : |w| ^ 2 = w ^ 2 := sq_abs w
    exact div_neg_of_pos_of_neg (by linarith) (by nlinarith)
  rw [Matrix.posDef_iff_dotProduct_mulVec]
  refine ⟨?_, fun x hx => ?_⟩
  · apply Matrix.IsHermitian.neg
    apply Matrix.IsHermitian.ext
    intro i j
    simp only [chi, star_trivial, Matrix.sum_apply, Matrix.smul_apply, vecMulVec_apply,
      smul_eq_mul]
    exact Finset.sum_congr rfl fun k _ => by ring
  · -- a nonzero perturbation overlaps some transition density
    have hex : ∃ k, g k ⬝ᵥ x ≠ 0 := by
      by_contra hno
      have hno' : ∀ k, g k ⬝ᵥ x = 0 := fun k => by
        by_contra h
        exact hno ⟨k, h⟩
      have hall : ∀ y ∈ Submodule.span ℝ (Set.range g), y ⬝ᵥ x = 0 := by
        intro y hy
        induction hy using Submodule.span_induction with
        | mem y hy =>
          obtain ⟨k, rfl⟩ := hy
          exact hno' k
        | zero => exact zero_dotProduct x
        | add y z _ _ hy hz => rw [add_dotProduct, hy, hz, add_zero]
        | smul a y _ hy => rw [smul_dotProduct, hy, smul_zero]
      exact hx (dotProduct_self_eq_zero.mp (hall x (by rw [hspan]; exact Submodule.mem_top)))
    obtain ⟨k, hk⟩ := hex
    rw [star_trivial, Matrix.neg_mulVec, dotProduct_neg, chi_quadratic_form,
      ← Finset.sum_neg_distrib]
    apply Finset.sum_pos'
    · intro j _
      have := mul_nonneg (neg_pos.mpr (hc j)).le (sq_nonneg (g j ⬝ᵥ x))
      linarith
    · refine ⟨k, Finset.mem_univ k, ?_⟩
      have := mul_pos (neg_pos.mpr (hc k)) (pow_pos (abs_pos.mpr hk) 2)
      rw [sq_abs] at this
      linarith

/-- Under the same conditions the response matrix is invertible. -/
theorem chi_isUnit [DecidableEq n] (D : ι → ℝ) (g : ι → n → ℝ) (w : ℝ)
    (hw : ∀ k, |w| < D k) (hspan : Submodule.span ℝ (Set.range g) = ⊤) :
    IsUnit (chi D g w) := by
  have h := (chi_negDef D g w hw hspan).isUnit.neg
  rwa [neg_neg] at h

/-- For two transitions in one dimension, the single entry of the response matrix is the
scalar two-transition response. -/
theorem chi_entry_eq_chiTwo (D₁ D₂ g₁ g₂ w : ℝ) :
    chi ![D₁, D₂] (![![g₁], ![g₂]] : Fin 2 → Fin 1 → ℝ) w 0 0 = chiTwo D₁ D₂ g₁ g₂ w := by
  simp [chi, chiTwo, Fin.sum_univ_two, sq]

/-- For `0 < D₁ < D₂` and nonzero amplitudes, the node frequency lies strictly between the two
transition energies, and there the scalar response vanishes exactly at the node frequency. -/
theorem chiTwo_unique_zero {D₁ D₂ g₁ g₂ : ℝ} (h1 : 0 < D₁) (h12 : D₁ < D₂) (hg₁ : g₁ ≠ 0)
    (hg₂ : g₂ ≠ 0) :
    nodeFreq D₁ D₂ g₁ g₂ ∈ Set.Ioo D₁ D₂ ∧
      ∀ w ∈ Set.Ioo D₁ D₂, chiTwo D₁ D₂ g₁ g₂ w = 0 ↔ w = nodeFreq D₁ D₂ g₁ g₂ := by
  have h2 : 0 < D₂ := h1.trans h12
  have ha : 0 < D₁ * g₁ ^ 2 := by positivity
  have hb : 0 < D₂ * g₂ ^ 2 := by positivity
  have hS : 0 < D₁ * g₁ ^ 2 + D₂ * g₂ ^ 2 := by linarith
  have hd : 0 < D₂ ^ 2 - D₁ ^ 2 := by nlinarith
  refine ⟨⟨?_, ?_⟩, fun w hw => ?_⟩
  · apply Real.lt_sqrt_of_sq_lt
    rw [lt_div_iff₀ hS]
    nlinarith [mul_pos ha hd]
  · unfold nodeFreq
    rw [Real.sqrt_lt' h2, div_lt_iff₀ hS]
    nlinarith [mul_pos hb hd]
  · obtain ⟨hw1, hw2⟩ := hw
    have hw0 : 0 < w := h1.trans hw1
    have p1 : w ^ 2 - D₁ ^ 2 ≠ 0 := (by nlinarith : 0 < w ^ 2 - D₁ ^ 2).ne'
    have p2 : w ^ 2 - D₂ ^ 2 ≠ 0 := (by nlinarith : w ^ 2 - D₂ ^ 2 < 0).ne
    -- common denominator: the numerator is linear in `w²`
    have hform : chiTwo D₁ D₂ g₁ g₂ w =
        2 * (w ^ 2 * (D₁ * g₁ ^ 2 + D₂ * g₂ ^ 2)
          - (D₁ * g₁ ^ 2 * D₂ ^ 2 + D₂ * g₂ ^ 2 * D₁ ^ 2))
          / ((w ^ 2 - D₁ ^ 2) * (w ^ 2 - D₂ ^ 2)) := by
      unfold chiTwo
      rw [div_mul_eq_mul_div, div_mul_eq_mul_div, div_add_div _ _ p1 p2]
      congr 1
      ring
    have hq : 0 ≤ (D₁ * g₁ ^ 2 * D₂ ^ 2 + D₂ * g₂ ^ 2 * D₁ ^ 2)
        / (D₁ * g₁ ^ 2 + D₂ * g₂ ^ 2) := by positivity
    unfold nodeFreq
    rw [hform, div_eq_zero_iff, or_iff_left (mul_ne_zero p1 p2), eq_comm (a := w),
      Real.sqrt_eq_iff_eq_sq hq hw0.le, div_eq_iff hS.ne']
    constructor <;> intro h <;> linarith

/-- For `0 < D₁ < D₂` and nonzero amplitudes, the inverse scalar response diverges in modulus as `w`
approaches the node frequency. -/
theorem inv_chiTwo_unbounded {D₁ D₂ g₁ g₂ : ℝ} (h1 : 0 < D₁) (h12 : D₁ < D₂) (hg₁ : g₁ ≠ 0)
    (hg₂ : g₂ ≠ 0) :
    Tendsto (fun w => |1 / chiTwo D₁ D₂ g₁ g₂ w|) (𝓝[≠] (nodeFreq D₁ D₂ g₁ g₂)) atTop := by
  obtain ⟨hz, hzero⟩ := chiTwo_unique_zero h1 h12 hg₁ hg₂
  set z := nodeFreq D₁ D₂ g₁ g₂
  have hz1 := hz.1
  have hz2 := hz.2
  have p1 : z ^ 2 - D₁ ^ 2 ≠ 0 := (by nlinarith : 0 < z ^ 2 - D₁ ^ 2).ne'
  have p2 : z ^ 2 - D₂ ^ 2 ≠ 0 := (by nlinarith : z ^ 2 - D₂ ^ 2 < 0).ne
  -- the response is continuous at the node
  have key : ∀ D g : ℝ, z ^ 2 - D ^ 2 ≠ 0 →
      ContinuousAt (fun w : ℝ => 2 * D / (w ^ 2 - D ^ 2) * g ^ 2) z := fun D g hp =>
    (ContinuousAt.div (f := fun _ : ℝ => 2 * D) (g := fun w : ℝ => w ^ 2 - D ^ 2)
      continuousAt_const (by fun_prop) hp).mul continuousAt_const
  have hcont : ContinuousAt (chiTwo D₁ D₂ g₁ g₂) z := (key D₁ g₁ p1).add (key D₂ g₂ p2)
  -- its modulus tends to zero through positive values
  have hlim : Tendsto (fun w => |chiTwo D₁ D₂ g₁ g₂ w|) (𝓝[≠] z) (𝓝[>] 0) := by
    rw [tendsto_nhdsWithin_iff]
    constructor
    · have h := hcont.tendsto.abs
      rw [(hzero z hz).mpr rfl, abs_zero] at h
      exact h.mono_left nhdsWithin_le_nhds
    · filter_upwards [self_mem_nhdsWithin,
        mem_nhdsWithin_of_mem_nhds (Ioo_mem_nhds hz1 hz2)] with w hne hw
      exact abs_pos.mpr fun h0 => hne ((hzero w hw).mp h0)
  refine (tendsto_inv_nhdsGT_zero.comp hlim).congr fun w => ?_
  simp [abs_inv]

/-- For `0 < D₁ < D₂` and nonzero amplitudes, a quotient `h / χ` of a function by the scalar
response, with `h` continuous and nonzero at the node frequency, diverges in modulus as `w`
approaches the node frequency. -/
theorem kernel_unbounded {D₁ D₂ g₁ g₂ : ℝ} (h1 : 0 < D₁) (h12 : D₁ < D₂) (hg₁ : g₁ ≠ 0)
    (hg₂ : g₂ ≠ 0) (h : ℝ → ℝ) (hc : ContinuousAt h (nodeFreq D₁ D₂ g₁ g₂))
    (hne : h (nodeFreq D₁ D₂ g₁ g₂) ≠ 0) :
    Tendsto (fun w => |h w / chiTwo D₁ D₂ g₁ g₂ w|) (𝓝[≠] (nodeFreq D₁ D₂ g₁ g₂)) atTop := by
  have hh : Tendsto (fun w => |h w|) (𝓝[≠] (nodeFreq D₁ D₂ g₁ g₂))
      (𝓝 |h (nodeFreq D₁ D₂ g₁ g₂)|) := hc.tendsto.abs.mono_left nhdsWithin_le_nhds
  refine (Tendsto.atTop_mul_pos (abs_pos.mpr hne)
    (inv_chiTwo_unbounded h1 h12 hg₁ hg₂) hh).congr fun w => ?_
  rw [← abs_mul]
  congr 1
  ring

end

end ExactExchangeResponse
```
```lean
#print axioms ExactExchangeResponse.chi_isUnit
#print axioms ExactExchangeResponse.chi_entry_eq_chiTwo
#print axioms ExactExchangeResponse.chiTwo_unique_zero
#print axioms ExactExchangeResponse.kernel_unbounded
```

```
'ExactExchangeResponse.chi_isUnit' depends on axioms: [propext, Classical.choice, Quot.sound]
'ExactExchangeResponse.chi_entry_eq_chiTwo' depends on axioms: [propext, Classical.choice, Quot.sound]
'ExactExchangeResponse.chiTwo_unique_zero' depends on axioms: [propext, Classical.choice, Quot.sound]
'ExactExchangeResponse.kernel_unbounded' depends on axioms: [propext, Classical.choice, Quot.sound]
```

## What the definitions and theorems say

The finite type `ι` labels transitions and the finite type `n` labels auxiliary functions. The energies are `D : ι → ℝ`, the transition vectors are `g : ι → n → ℝ`, and `vecMulVec (g k) (g k)` is the outer product g_k g_kᵀ. So `chi D g w` is the matrix of the question. The components of g_k are plain data: orbitals, integrals and the overlap of the auxiliary functions do not appear, and the formula for χ is a definition, not derived from perturbation theory. The dot product `⬝ᵥ` is the Euclidean one on coefficient vectors.

`chi_quadratic_form` is the expansion of xᵀχx above, with no hypotheses. Lean sets division by zero to zero, so at w² = D_k² the term k drops out of `chi`; the definiteness, zero and divergence theorems use χ only at frequencies away from the poles.

`chi_negDef` has two hypotheses. The first, `hw : ∀ k, |w| < D k`, says that the driving frequency lies below every excitation energy. It contains the range 0 ≤ w < min D_k, covers the mirror range of negative w, and forces each D_k to be positive, so positivity is not assumed separately. The second, `hspan : Submodule.span ℝ (Set.range g) = ⊤`, says that every nonzero coefficient vector x has g_k·x ≠ 0 for at least one transition k. It is assumed, not derived. It fails if the auxiliary functions are linearly dependent, since some x ≠ 0 then gives the zero potential. It also fails if a nonzero constant potential lies in the auxiliary space, since orthogonal orbitals give a constant no matrix element, and it fails if there are fewer transitions than auxiliary functions. The conclusion `(-chi D g w).PosDef` means, for a real matrix, that −χ is symmetric and xᵀ(−χ)x > 0 for every x ≠ 0. `chi_isUnit` concludes `IsUnit (chi D g w)`, which is invertibility, under the same hypotheses. Neither theorem bounds the size of the inverse.

`chiTwo` is the scalar response and `nodeFreq` is z. `chi_entry_eq_chiTwo` ties the scalar model to the matrix: with `ι` equal to `Fin 2` and `n` equal to `Fin 1`, the single entry `0 0` of `chi` equals `chiTwo`. Lean counts from zero, so D₁ and g₁ sit at transition index 0, and D₂ and g₂ at index 1.

The last three theorems assume `0 < D₁`, `D₁ < D₂`, `g₁ ≠ 0` and `g₂ ≠ 0`: two distinct transitions, both coupled to the potential. `chiTwo_unique_zero` states that z lies in the open interval `Set.Ioo D₁ D₂` and that, for w in this interval, χ(w) = 0 if and only if w = z. `inv_chiTwo_unbounded` states that |1/χ(w)| tends to +∞ along the punctured neighbourhood `𝓝[≠]` of z, that is, from both sides with w ≠ z. This is stronger than being unbounded near z. `kernel_unbounded` states the same for |h(w)/χ(w)|, where `h : ℝ → ℝ` is any function satisfying `hc` (continuous at z) and `hne` (nonzero at z). Here h stands for the frequency-dependent exchange term that is divided by the response. The two conditions say that it has no resonance and no node of its own at z, and whether the exact-exchange term satisfies them in a given system is left open.

The exchange kernel has an inverse response on each side of its numerator, which for a single auxiliary function is h/χ². Its modulus is the product of the two divergent quantities |h/χ| and |1/χ|, but that last multiplication is my remark and not a theorem of the file. Zeros of eigenvalues of χ for several basis functions, more than two transitions above the first pole, complex frequencies and a continuous spectrum are not treated.

## How the tactics follow the derivation

In `chi_quadratic_form`, `h2` is (v vᵀ)x = (v·x)v, checked entry by entry, and `h1` turns it into c(v·x)² for one weighted term. Linearity in the sum over k finishes the identity.

In `chi_negDef`, `hc` is the sign of the weights: a positive numerator over a negative denominator, with `sq_abs` relating |w|² to w². `Matrix.posDef_iff_dotProduct_mulVec` splits the goal into symmetry and positivity of the form. Symmetry is commutativity of the product in each entry. For positivity, `hex` is the spanning argument by contradiction. Inside it, `hall` shows by `Submodule.span_induction` that y·x = 0 holds for the generators and for zero and is preserved under sums and scalar multiples. Applying it to y = x and using `dotProduct_self_eq_zero` gives x = 0. Then `Finset.sum_pos'` needs all terms −c_j(g_j·x)² to be nonnegative and one to be positive, which is the term found in `hex`. `chi_isUnit` takes invertibility of the positive definite matrix −χ and negates it.

In `chiTwo_unique_zero`, `ha`, `hb` and `hS` say that A, B and S are positive, and `hd` is D₂² − D₁² > 0. The two bounds on z are squared and multiplied by S, and `nlinarith` closes them with the products `mul_pos ha hd` and `mul_pos hb hd`, the numerators of z² − D₁² and D₂² − z². `p1` and `p2` keep w off the poles, and `hform` is the common-denominator form. The final rewrites reduce χ(w) = 0 to a vanishing numerator and w = √(P/S) to P = w² S, using w ≥ 0, so that the two sides are the same linear equation.

In `inv_chiTwo_unbounded`, `key` gives continuity of one term off its pole and `hcont` adds the two. `hlim` says that |χ| tends to `𝓝[>] 0`: the limit is zero by continuity, and the values are positive for w ≠ z in the interval by uniqueness of the zero. Composing with `tendsto_inv_nhdsGT_zero`, the statement 1/t → +∞ as t → 0⁺, gives the divergence. In `kernel_unbounded`, `hh` is |h(w)| → |h(z)|, and `Tendsto.atTop_mul_pos` multiplies a divergent factor by one with a positive limit.

## The inversion step in a program

A program can store the g_k as the columns of a rectangular matrix G and the weights c_k(w) in a diagonal matrix C(w), and form

χ(w) = G C(w) Gᵀ

The spanning hypothesis says that G has full row rank. If a nonzero constant lies in the auxiliary space, its coefficient vector x ≠ 0 satisfies Gᵀx = 0, so χ(w)x = 0 and χ(w) is singular at every w; the constant has to be removed from the space before χ has an ordinary inverse. When G has full row rank, −χ(w) is positive definite below the first transition, so it admits a Cholesky factorisation in exact arithmetic; w = 0 is the static matrix of the optimized effective potential equation. Nearly dependent rows of G still give small eigenvalues and a badly conditioned solve. Between the lowest and the highest transition energy, off the poles, the weights have mixed signs and definiteness is no longer guaranteed. Above the highest one all weights are positive, and the same spanning argument makes χ(w) positive definite, a case the file does not treat. In the scalar model |1/χ| at a grid frequency grows without bound as that frequency is moved towards z, and these large values come from the model, not from rounding.
